# Every non-crossing pairing of 2n ≥ 4 ring sites has at least two nearest-neighbour bonds

A ring Rumer diagram couples 2n spin-½ sites on a circle into n singlet pairs, drawn as bonds that do not cross. How few of these bonds can join neighbouring sites? To count them, we cut the ring open, number the sites 0, 1, …, 2n−1, and label each bond by its lower-numbered end, so that a bond is counted once and not once per site. The answer for n ≥ 2 is two: every diagram has at least two nearest-neighbour bonds, and for each such n some diagram has exactly two.

Here n is the number of bonds, not of sites, and "nearest-neighbour" refers to the order around the ring, not to distances in a molecule. Write p(a) for the site bonded to site a.

```lean
import Mathlib

namespace RumerRing

/-- A ring Rumer diagram on `2 * n` sites, numbered around a circle: every site is bonded to
exactly one other site, and no two bonds cross. -/
structure RumerDiagram (n : ℕ) where
  /-- The site to which a given site is bonded. -/
  partner : Fin (2 * n) → Fin (2 * n)
  partner_partner : ∀ a, partner (partner a) = a
  partner_ne : ∀ a, partner a ≠ a
  noncrossing : ∀ a b, ¬ (a < b ∧ b < partner a ∧ partner a < partner b)
```

In Lean a site is an element of `Fin (2 * n)`, and p is the field `partner`. The other three fields are the conditions on a diagram. The step from this model to spin physics is to attach to each diagram the product of singlet functions of its bonds; the theorems concern the diagrams alone.

## Every spin is paired exactly once

The field `partner_partner` says p(p(a)) = a: if a is coupled to b, then b is coupled to a and to nothing else. The field `partner_ne` says p(a) ≠ a: no spin is left unpaired, as befits a total singlet built from pairs.

By hand, the first condition tells us that the two ends of a bond are taken, so no third site can be bonded to either. The second makes site 0 the lower end of its bond, since p(0) ≠ 0 leaves only p(0) > 0. The proofs use them in the same places, `partner_partner` to exclude the ends of a bond and `partner_ne` to show that a bond runs upwards from a given site.

Without either condition the bound fails completely, even as "at least one". If unpaired sites are allowed, let p(a) = a for every a: there are no bonds to count. If mutual pairing is given up, let p(0) = 2 and p(a) = 0 for all other a. For n ≥ 2 this satisfies the remaining two conditions, and no site meets the criterion for a nearest-neighbour bond.

## The ring closes between the last site and site 0

Cutting the ring hides one neighbouring pair, the sites 2n−1 and 0. The definition of `nnBonds` puts it back: site a labels a nearest-neighbour bond if

p(a) = a + 1, or a = 0 and p(0) = 2n − 1.

```lean
namespace RumerDiagram

variable {n : ℕ}

/-- The nearest-neighbour bonds of a diagram, each labelled by its lower-numbered end: bonds
between consecutive sites, and the bond closing the ring between site `0` and the last site. -/
def nnBonds (D : RumerDiagram n) : Finset (Fin (2 * n)) :=
  Finset.univ.filter fun a =>
    (D.partner a).val = a.val + 1 ∨ (a.val = 0 ∧ (D.partner a).val + 1 = 2 * n)

/-- A site labels a nearest-neighbour bond when its partner is the next site, or when it is
site `0` and its partner is the last site. -/
theorem mem_nnBonds (D : RumerDiagram n) (a : Fin (2 * n)) :
    a ∈ D.nnBonds ↔
      (D.partner a).val = a.val + 1 ∨ (a.val = 0 ∧ (D.partner a).val + 1 = 2 * n) := by
  simp only [nnBonds, Finset.mem_filter, Finset.mem_univ, true_and]
```

In both cases a is the lower end, so the size of the set `nnBonds` is the number of nearest-neighbour bonds. The lemma `mem_nnBonds` restates the criterion for later use. On an open chain the second alternative would be absent, and the bound of two would fail: the diagram i ↔ 2n−1−i has only one bond between consecutive sites, the innermost.

## No two bonds cross

The field `noncrossing` forbids the order a < b < p(a) < p(b). Two crossing chords always show this order when a is the lowest of their four ends. Physically, the condition selects Rumer's diagrams from all possible singlet pairings. Without it the bound again fails even as "at least one": for n ≥ 2, joining each site to the opposite one, i ↔ i + n for i < n, gives no nearest-neighbour bond.

The condition enters the derivation through nesting. Let a < p(a), and let x lie strictly between these ends. Then p(x) is neither a nor p(a), because those are taken. If p(x) were above p(a), we would have

a < x < p(a) < p(x),

and if p(x) were below a,

p(x) < a < x < p(a).

Both are crossings, so p(x) lies between the ends too.

```lean
/-- A site lying strictly between the ends of a bond has its partner there too. -/
theorem partner_inside (D : RumerDiagram n) {a x : Fin (2 * n)}
    (hax : a < x) (hxa : x < D.partner a) :
    a < D.partner x ∧ D.partner x < D.partner a := by
  have h1 := D.noncrossing a x
  have h2 := D.noncrossing (D.partner x) a
  rw [D.partner_partner] at h2
  -- the ends of the bond are already taken
  have h3 : D.partner x ≠ a := by
    intro h
    have e := D.partner_partner x
    rw [h] at e
    omega
  have h4 : D.partner x ≠ D.partner a := by
    intro h
    have e := D.partner_partner x
    rw [h, D.partner_partner] at e
    omega
  constructor <;> omega
```

In `partner_inside`, `h1` and `h2` are the two forbidden orders, `h3` and `h4` exclude the ends, and `omega` completes the comparison of integers.

Conversely, a site x outside the interval from a to p(a) has its partner outside. The partner is not an end, and if it were inside, then by nesting its own partner, which is x, would be inside as well.

```lean
/-- A site lying outside the interval spanned by a bond has its partner outside too. -/
theorem partner_outside (D : RumerDiagram n) {a x : Fin (2 * n)}
    (ha : a < D.partner a) (hx : x < a ∨ D.partner a < x) :
    D.partner x < a ∨ D.partner a < D.partner x := by
  by_contra hcon
  have h3 : D.partner x ≠ a := by
    intro h
    have e := D.partner_partner x
    rw [h] at e
    omega
  have h4 : D.partner x ≠ D.partner a := by
    intro h
    have e := D.partner_partner x
    rw [h, D.partner_partner] at e
    omega
  -- otherwise the partner is inside, and then so is the site itself
  have h5 := D.partner_inside (a := a) (x := D.partner x) (by omega) (by omega)
  rw [D.partner_partner] at h5
  omega
```

**A short bond under every bond.** The interval from a to p(a), ends included, contains a bond between consecutive sites. If p(a) = a + 1, it is the bond itself. Otherwise b = a + 1 lies strictly inside, and so does p(b). Since p(b) ≠ b and no site lies between a and b, we have

a < b < p(b) < p(a).

The bond from b is shorter and lies inside the first. Repeating the argument must end, since the length is a positive integer that decreases each time.

```lean
/-- The interval spanned by any bond, ends included, contains a bond between two
consecutive sites. -/
theorem exists_consecutive (D : RumerDiagram n) (a : Fin (2 * n)) (ha : a < D.partner a) :
    ∃ i, a ≤ i ∧ (D.partner i).val = i.val + 1 ∧ D.partner i ≤ D.partner a := by
  -- induction on the length of the bond
  have key : ∀ k : ℕ, ∀ a : Fin (2 * n), a < D.partner a →
      (D.partner a).val ≤ a.val + k →
      ∃ i, a ≤ i ∧ (D.partner i).val = i.val + 1 ∧ D.partner i ≤ D.partner a := by
    intro k
    induction k with
    | zero => intro a ha hk; omega
    | succ k ih =>
      intro a ha hk
      by_cases h : (D.partner a).val = a.val + 1
      · exact ⟨a, le_refl _, h, le_refl _⟩
      · -- pass to the bond of the next site, which is nested and shorter
        have hlt := (D.partner a).isLt
        obtain ⟨b, hb⟩ : ∃ b : Fin (2 * n), b.val = a.val + 1 :=
          ⟨⟨a.val + 1, by omega⟩, rfl⟩
        have hin := D.partner_inside (a := a) (x := b) (by omega) (by omega)
        have hne := D.partner_ne b
        obtain ⟨i, h1, h2, h3⟩ := ih b (by omega) (by omega)
        exact ⟨i, by omega, h2, by omega⟩
  exact key (D.partner a).val a ha (by omega)
```

The Lean proof makes this an induction on a bound k for the length p(a) − a. At k = 0 there is no bond to consider; at the next value, `partner_inside` supplies the nested bond and `ih` finds the short bond within it.

**A long bond separates two short ones.** Let a < p(a) be a bond that is not nearest-neighbour. On the inner side, a + 1 again starts a nested bond, and the previous result gives a short bond strictly between a and p(a).

On the outer side, follow the bond of site 0. Either a = 0, or site 0 lies outside the interval and so does its partner. This leaves p(0) < a or p(0) ≥ p(a).

- If p(0) < a, there is a short bond in the interval from 0 to p(0), entirely below a.
- If p(0) ≥ p(a) and p(0) = 2n−1, the bond of site 0 closes the ring and is itself nearest-neighbour. It is not the bond at a, which is long, so 0 < a and both its ends lie outside.
- If p(0) ≥ p(a) and p(0) < 2n−1, take d = p(0) + 1. This site lies outside the bond of site 0, so its partner does too, and therefore p(d) > d. The interval from d to p(d) contains a short bond, entirely above p(a).

```lean
/-- Every bond that is not a nearest-neighbour bond separates two nearest-neighbour bonds:
one lies strictly between its ends, the other on the remaining arc of the ring. -/
theorem long_bond_separates (D : RumerDiagram n) (a : Fin (2 * n))
    (ha : a < D.partner a) (hlong : a ∉ D.nnBonds) :
    (∃ i ∈ D.nnBonds, a < i ∧ D.partner i < D.partner a) ∧
    (∃ j ∈ D.nnBonds, (j < a ∨ D.partner a < j) ∧
      (D.partner j < a ∨ D.partner a < D.partner j)) := by
  rw [mem_nnBonds] at hlong
  have hlt := (D.partner a).isLt
  constructor
  · obtain ⟨b, hb⟩ : ∃ b : Fin (2 * n), b.val = a.val + 1 :=
      ⟨⟨a.val + 1, by omega⟩, rfl⟩
    have hin := D.partner_inside (a := a) (x := b) (by omega) (by omega)
    have hne := D.partner_ne b
    obtain ⟨i, h1, h2, h3⟩ := D.exists_consecutive b (by omega)
    exact ⟨i, (D.mem_nnBonds i).2 (Or.inl h2), by omega, by omega⟩
  · -- follow the bond that starts at site 0
    obtain ⟨z, hz⟩ : ∃ z : Fin (2 * n), z.val = 0 := ⟨⟨0, by omega⟩, rfl⟩
    have hzne := D.partner_ne z
    have hzlt : z < D.partner z := by omega
    have hcase : D.partner z < a ∨ D.partner a ≤ D.partner z := by
      by_cases h : z = a
      · exact Or.inr (congrArg D.partner h).ge
      · have := D.partner_outside ha (x := z) (Or.inl (by omega))
        omega
    rcases hcase with h | h
    · obtain ⟨i, h1, h2, h3⟩ := D.exists_consecutive z hzlt
      exact ⟨i, (D.mem_nnBonds i).2 (Or.inl h2), Or.inl (by omega), Or.inl (by omega)⟩
    · by_cases hl : (D.partner z).val + 1 = 2 * n
      · -- it closes the ring
        have hza : z ≠ a := by
          intro e
          rw [e] at hz hl
          exact hlong (Or.inr ⟨hz, hl⟩)
        have hza' : z < a := by omega
        exact ⟨z, (D.mem_nnBonds z).2 (Or.inr ⟨hz, hl⟩), Or.inl hza',
          D.partner_outside ha (Or.inl hza')⟩
      · -- the next site starts a bond further along the ring
        have hzl := (D.partner z).isLt
        obtain ⟨d, hd⟩ : ∃ d : Fin (2 * n), d.val = (D.partner z).val + 1 :=
          ⟨⟨(D.partner z).val + 1, by omega⟩, rfl⟩
        have hout := D.partner_outside hzlt (x := d) (Or.inr (by omega))
        have hne := D.partner_ne d
        obtain ⟨i, h1, h2, h3⟩ := D.exists_consecutive d (by omega)
        exact ⟨i, (D.mem_nnBonds i).2 (Or.inl h2), Or.inr (by omega), Or.inr (by omega)⟩
```

The two halves of `long_bond_separates` are these two sides. In the second half, `hcase` is the alternative for p(0), and the `rcases` and `by_cases` lines produce the three cases in the order above.

## At least four sites

The hypothesis `2 ≤ n` says that the ring has at least four sites, and so at least two bonds. It guarantees that there is a site 0 to start from, and otherwise enters only when the bond of site 0 is short:

- If p(0) = 1, site 2 exists because n ≥ 2. Its partner is neither 0 nor 1, so p(2) > 2, and the interval from 2 to p(2) contains a second short bond.
- If p(0) = 2n−1, the interval from 0 to 2n−1 contains a bond between consecutive sites. It differs from the bond of site 0, because 2n−1 ≠ 1 for n ≥ 2.

If the bond of site 0 is long, it separates two short bonds, which are distinct because they lie on different sides.

```lean
/-- Every ring Rumer diagram on `2 * n` sites with `n ≥ 2` has at least two
nearest-neighbour bonds. -/
theorem two_le_card_nnBonds (D : RumerDiagram n) (hn : 2 ≤ n) : 2 ≤ D.nnBonds.card := by
  obtain ⟨z, hz⟩ : ∃ z : Fin (2 * n), z.val = 0 := ⟨⟨0, by omega⟩, rfl⟩
  have hzne := D.partner_ne z
  have hzlt : z < D.partner z := by omega
  apply Finset.one_lt_card.mpr
  by_cases hs : z ∈ D.nnBonds
  · rcases (D.mem_nnBonds z).1 hs with h | ⟨_, h⟩
    · -- sites 0 and 1 are bonded: look beyond them
      obtain ⟨d, hd⟩ : ∃ d : Fin (2 * n), d.val = 2 := ⟨⟨2, by omega⟩, rfl⟩
      have hout := D.partner_outside hzlt (x := d) (Or.inr (by omega))
      have hne := D.partner_ne d
      obtain ⟨i, h1, h2, _⟩ := D.exists_consecutive d (by omega)
      exact ⟨z, hs, i, (D.mem_nnBonds i).2 (Or.inl h2), by omega⟩
    · -- site 0 is bonded to the last site: look between them
      obtain ⟨i, _, h2, _⟩ := D.exists_consecutive z hzlt
      refine ⟨z, hs, i, (D.mem_nnBonds i).2 (Or.inl h2), ?_⟩
      intro e
      rw [← e] at h2
      omega
  · obtain ⟨⟨i, hi, h1, h2⟩, ⟨j, hj, h3, h4⟩⟩ := D.long_bond_separates z hzlt hs
    have hi' := (D.mem_nnBonds i).1 hi
    refine ⟨i, hi, j, hj, ?_⟩
    intro e
    rw [← e] at h3 h4
    omega

end RumerDiagram
```

The theorem `two_le_card_nnBonds` takes any diagram `D` with `2 ≤ n` and concludes that `nnBonds` has at least two elements. `Finset.one_lt_card` turns the goal into finding two different elements, and the case split on `hs` asks whether the bond of site 0 is short.

The bound is attained by the diagram of parallel bonds

i ↔ 2n − 1 − i,

called `ladder` in the code; the name refers to the drawing, not to ladder operators or a ladder lattice. Its bonds are nested, since a < b implies p(b) < p(a), so they do not cross. Two consecutive sites are bonded when 2n−1−i = i+1, that is, i = n−1. The other nearest-neighbour bond is the one from site 0 to site 2n−1.

```lean
/-- The ladder diagram, whose parallel bonds join site `i` to site `2 * n - 1 - i`. -/
def ladder (n : ℕ) : RumerDiagram n where
  partner := Fin.rev
  partner_partner := Fin.rev_rev
  partner_ne := by
    intro a h
    have h' := congrArg Fin.val h
    rw [Fin.val_rev] at h'
    omega
  noncrossing := by
    intro a b h
    simp only [Fin.lt_def, Fin.val_rev] at h
    omega

/-- For `n ≥ 2` the ladder diagram has exactly two nearest-neighbour bonds, so the lower
bound of two is attained for every such ring. -/
theorem card_nnBonds_ladder (n : ℕ) (hn : 2 ≤ n) : (ladder n).nnBonds.card = 2 := by
  refine Finset.card_eq_two.mpr ⟨⟨0, by omega⟩, ⟨n - 1, by omega⟩, ?_, ?_⟩
  · intro h
    have h' := congrArg Fin.val h
    simp only at h'
    omega
  · ext i
    have hi := i.isLt
    rw [RumerDiagram.mem_nnBonds]
    simp only [ladder, Fin.val_rev, Finset.mem_insert, Finset.mem_singleton, Fin.ext_iff]
    omega
```

The proof of `card_nnBonds_ladder` shows that `nnBonds` is the set with elements 0 and n−1, and that these differ for n ≥ 2. For n = 1 they coincide: two sites carry one bond, which is both the consecutive pair and the pair that closes the ring. The bound of two then fails, and `decide` confirms the count of one by evaluation.

```lean
/-- On two sites the ladder diagram has only one nearest-neighbour bond, so the condition
`n ≥ 2` cannot be dropped from the lower bound. -/
theorem card_nnBonds_two_sites : (ladder 1).nnBonds.card = 1 := by
  decide

end RumerRing
```

```lean
#print axioms RumerRing.RumerDiagram.two_le_card_nnBonds
#print axioms RumerRing.card_nnBonds_ladder
#print axioms RumerRing.card_nnBonds_two_sites
```

```
'RumerRing.RumerDiagram.two_le_card_nnBonds' depends on axioms: [propext, Classical.choice, Quot.sound]
'RumerRing.card_nnBonds_ladder' depends on axioms: [propext, Classical.choice, Quot.sound]
'RumerRing.card_nnBonds_two_sites' depends on axioms: [propext, Classical.choice, Quot.sound]
```

## Short bonds in a Heisenberg ring calculation

For a spin-½ ring with nearest-neighbour exchange only, the number of short bonds appears when the Hamiltonian

H = J Σ S_i · S_{i+1}

acts on the spin function ψ of a Rumer diagram. Here J is the exchange constant, S_i is the spin at site i in units of ħ, and the sum runs over all 2n neighbouring pairs, with n ≥ 2. Let k be the number of nearest-neighbour bonds in the diagram. If sites i and i+1 are bonded, they form a singlet, and

S_i · S_{i+1} ψ = −(3/4) ψ.

If they are not, the operator gives (1/4) ψ plus or minus (1/2) ψ′, where ψ′ is the normalised function of the diagram in which i and i+1 are bonded to each other and their former partners are bonded together. Because i and i+1 are neighbours, this diagram is again non-crossing, and it differs from the original one, in which i and i+1 are not bonded. The coefficient of ψ when Hψ is expanded in Rumer functions is therefore

J [−(3/4) k + (1/4)(2n − k)] = J (n/2 − k).

This is not the energy expectation value of ψ, which is −(3/4) J k; the two differ because Rumer functions are not orthogonal. Since k ≥ 2, for J > 0 the coefficient is at most J (n/2 − 2). On six sites, the two Kekulé diagrams have k = 3 and coefficient −(3/2) J, while the three Dewar diagrams have k = 2 and coefficient −(1/2) J. This calculation rests on spin algebra and on the linear independence of the Rumer functions, which are taken here from standard theory and not from the Lean proof.
